# Probability that a cluster is all solute in a random alloy of fixed composition

Evaluating a cluster expansion for the fully disordered alloy, or checking that generated random supercells carry no short-range order, needs a reference value for each cluster average. With solute concentration $c$, the value for $k$ sites all being solute is $c^k$ if the sites are independent. A supercell of $N$ sites holding exactly $n$ solute atoms, with $0<n<N$, does not have independent sites: a solute atom on one site leaves $n-1$ atoms for the other $N-1$ sites. For a binary alloy without interactions, with all placements equally likely, the reference value is a ratio of falling factorials, and it never exceeds $c^k$ with $c=n/N$.

## The ensemble

The lattice is a finite type `α` of sites and $N$ is `Fintype.card α`. It carries no distances, neighbours or symmetry.

```lean
import Mathlib

open Finset

namespace RandomAlloyClusters

noncomputable section

variable {α : Type*} [Fintype α] [DecidableEq α]
```

A configuration is the set $A$ of solute sites; all other sites hold solvent. Fixed composition means $|A|=n$, so the configurations are the $n$-element subsets of the lattice.

```lean
/-- The placements of `n` solute atoms on the lattice `α`, each given by its set of
solute sites. -/
def configs (α : Type*) [Fintype α] (n : ℕ) : Finset (Finset α) :=
  powersetCard n univ
```

A cluster $S$ is a `Finset α`, so its $k=|S|$ sites (`S.card`) are distinct, and $k\le N$ automatically. Let $p_i$ be 1 if site $i$ is solute and 0 otherwise. The product $\prod_{i\in S}p_i$ is 1 exactly when $S\subseteq A$, and its average is
$$P_n(S)=\frac{\#\{A: |A|=n,\ S\subseteq A\}}{\#\{A: |A|=n\}}.$$
Equal weights are built into this definition and are not derived from a Hamiltonian; they describe the fixed-composition ensemble when all placements have the same energy, or at infinite temperature.

```lean
/-- Probability, with all placements of `n` solute atoms equally likely, that every site of
the cluster `S` is solute. -/
def probAllSolute (n : ℕ) (S : Finset α) : ℝ :=
  (((configs α n).filter (fun A => S ⊆ A)).card : ℝ) / ((configs α n).card : ℝ)
```

The concentration $c=n/N$ is the real number `conc α n`.

```lean
/-- The solute concentration `c = n / N`. -/
def conc (α : Type*) [Fintype α] (n : ℕ) : ℝ := (n : ℝ) / (Fintype.card α : ℝ)
```

## Counting

The denominator is $\binom Nn$, the number whose logarithm, times Boltzmann's constant, is the ideal configurational entropy of the cell.

```lean
omit [DecidableEq α] in
/-- There are `N choose n` placements of `n` solute atoms on `N` sites. -/
theorem card_configs (n : ℕ) : (configs α n).card = (Fintype.card α).choose n := by
  rw [configs, card_powersetCard, card_univ]
```

For the numerator write $n=k+m$. Removing the cluster, $A\mapsto A\setminus S$, turns a configuration containing $S$ into a set of $m$ sites among the $N-k$ outside $S$. Restoring it, $B\mapsto B\cup S$, goes back, and the two maps are inverse to each other. The numerator is therefore $\binom{N-k}{m}$. In the proof `card_bij'` takes the two maps and leaves four goals: each map lands in the right set, and each composition is the identity. The auxiliary `hd`, that $B$ is disjoint from $S$, gives $|B\cup S|=m+k$ and $(B\cup S)\setminus S=B$.

```lean
/-- Placements of `|S| + m` atoms that fill the cluster `S` are counted by the ways of
putting `m` atoms on the sites outside `S`. -/
theorem card_allSolute (S : Finset α) (m : ℕ) :
    ((configs α (S.card + m)).filter (fun A => S ⊆ A)).card = (Sᶜ.card).choose m := by
  rw [← card_powersetCard]
  have hd : ∀ B ∈ powersetCard m Sᶜ, Disjoint B S := by
    intro B hB
    rw [disjoint_left]
    intro x hx
    exact mem_compl.1 ((mem_powersetCard.1 hB).1 hx)
  -- remove the cluster, or put it back
  refine card_bij' (fun A _ => A \ S) (fun B _ => B ∪ S) ?_ ?_ ?_ ?_
  · intro A hA
    obtain ⟨h1, h2⟩ := mem_filter.1 hA
    have h3 : A.card = S.card + m := (mem_powersetCard.1 h1).2
    have h4 := card_sdiff_add_card_eq_card h2
    refine mem_powersetCard.2 ⟨fun x hx => mem_compl.2 (mem_sdiff.1 hx).2, ?_⟩
    show (A \ S).card = m
    omega
  · intro B hB
    refine mem_filter.2 ⟨mem_powersetCard.2 ⟨subset_univ _, ?_⟩, subset_union_right⟩
    show (B ∪ S).card = S.card + m
    rw [card_union_of_disjoint (hd B hB), (mem_powersetCard.1 hB).2, add_comm]
  · intro A hA
    exact sdiff_union_of_subset (mem_filter.1 hA).2
  · intro B hB
    exact union_sdiff_cancel_right (hd B hB)
```

## The exact probability

Write $x^{\underline k}=x(x-1)\cdots(x-k+1)$ for the falling factorial of a natural number $x$, Lean's `descFactorial`, with $x^{\underline 0}=1$ and $x^{\underline k}=k!\binom xk$. For $k\le n\le N$, choosing $n$ sites and then $k$ among them gives the same pairs of sets as choosing the $k$ first and then the other $n-k$:
$$\binom Nn\binom nk=\binom Nk\binom{N-k}{n-k}.$$
Hence
$$P_n(S)=\frac{\binom{N-k}{n-k}}{\binom Nn}=\frac{\binom nk}{\binom Nk}=\frac{n^{\underline k}}{N^{\underline k}}.$$
For $k>n$ no configuration contains $S$, and $n^{\underline k}$ contains the factor $n-n=0$, so both sides vanish. The probability depends on the cluster only through $k$.

The theorem holds for every cluster, including the empty one, where both sides are 1. The hypothesis `hn` makes the ensemble non-empty; for $n>N$ the definition returns Lean's $0/0=0$ while the ratio is positive. The proof splits on $k\le n$. In the first case `Nat.choose_mul` is the binomial identity, `div_eq_div_iff` clears the two positive denominators, and `linear_combination` multiplies the identity by $k!$. In the second case `he` says that the set of favourable configurations is empty.

```lean
/-- For `n ≤ N`, the probability that the `k = |S|` sites of `S` are all solute is the ratio
of falling factorials `n(n-1)⋯(n-k+1) / (N(N-1)⋯(N-k+1))`. -/
theorem probAllSolute_eq {n : ℕ} (hn : n ≤ Fintype.card α) (S : Finset α) :
    probAllSolute n S =
      (n.descFactorial S.card : ℝ) / ((Fintype.card α).descFactorial S.card : ℝ) := by
  have hD : 0 < (Fintype.card α).descFactorial S.card :=
    Nat.descFactorial_pos.2 (card_le_univ S)
  have hC : 0 < (Fintype.card α).choose n := Nat.choose_pos hn
  rcases le_or_gt S.card n with hk | hk
  · have h : (Fintype.card α).choose n * n.choose S.card =
        (Fintype.card α).choose S.card * (Fintype.card α - S.card).choose (n - S.card) := by
      exact Nat.choose_mul hk
    have hc := card_allSolute S (n - S.card)
    rw [Nat.add_sub_cancel' hk, card_compl] at hc
    rw [probAllSolute, hc, card_configs,
      div_eq_div_iff (by exact_mod_cast hC.ne') (by exact_mod_cast hD.ne')]
    have h' : ((Fintype.card α).choose n : ℝ) * (n.choose S.card : ℝ) =
        ((Fintype.card α).choose S.card : ℝ) *
          ((Fintype.card α - S.card).choose (n - S.card) : ℝ) := by exact_mod_cast h
    rw [Nat.descFactorial_eq_factorial_mul_choose, Nat.descFactorial_eq_factorial_mul_choose,
      Nat.cast_mul, Nat.cast_mul]
    linear_combination (-(S.card.factorial : ℝ)) * h'
  · -- fewer atoms than cluster sites: both sides vanish
    have he : (configs α n).filter (fun A => S ⊆ A) = ∅ := by
      refine filter_eq_empty_iff.2 fun A hA hS => ?_
      have h1 : A.card = n := (mem_powersetCard.1 hA).2
      have h2 := card_le_card hS
      omega
    rw [probAllSolute, he, Nat.descFactorial_eq_zero_iff_lt.2 hk]
    simp
```

## Comparison with $c^k$

The ratio is the product of the factors $(n-j)/(N-j)$ for $j=0,\dots,k-1$. Each is at most $n/N$, because
$$n(N-j)-(n-j)N=j(N-n)\ge 0 .$$
Multiplying up by induction on $k$, without denominators,
$$n^{\underline k}\,N^k\le n^k\,N^{\underline k}.$$
In Lean these are natural numbers and subtraction stops at zero, so `hf` is proved in two cases. For $j\le n$ it sets $n=j+a$ and $N=j+a+b$; the inequality becomes $a(j+a+b)\le(j+a)(a+b)$, whose two sides differ by $jb$, the term handed to `nlinarith`. For $j\ge n$ the left side is zero. The `calc` block multiplies `hf` by the induction hypothesis.

```lean
/-- For `n ≤ N`, the falling factorials obey `n(n-1)⋯(n-k+1) N^k ≤ n^k N(N-1)⋯(N-k+1)`. -/
theorem descFactorial_mul_pow_le {n N : ℕ} (hn : n ≤ N) (k : ℕ) :
    n.descFactorial k * N ^ k ≤ n ^ k * N.descFactorial k := by
  induction k with
  | zero => simp
  | succ j ih =>
    -- one more site: (n - j) / (N - j) ≤ n / N
    have hf : (n - j) * N ≤ n * (N - j) := by
      rcases le_total j n with h | h
      · obtain ⟨a, rfl⟩ := Nat.exists_eq_add_of_le h
        obtain ⟨b, rfl⟩ := Nat.exists_eq_add_of_le hn
        have e1 : j + a - j = a := by omega
        have e2 : j + a + b - j = a + b := by omega
        rw [e1, e2]
        nlinarith [Nat.zero_le (j * b)]
      · rw [Nat.sub_eq_zero_of_le h]
        simp
    rw [Nat.descFactorial_succ, Nat.descFactorial_succ]
    calc (n - j) * n.descFactorial j * N ^ (j + 1)
        = ((n - j) * N) * (n.descFactorial j * N ^ j) := by ring
      _ ≤ (n * (N - j)) * (n ^ j * N.descFactorial j) := Nat.mul_le_mul hf ih
      _ = n ^ (j + 1) * ((N - j) * N.descFactorial j) := by ring
```

Now let $2\le k\le N$ and $0<n<N$, and take the last factor, $j=k-1\ge1$. If $j\le n$ the gap $j(N-n)$ is positive. If $j\ge n$ the left side is zero and $n(N-j)>0$, since $j<N$. The first $j$ factors are bounded by the previous lemma, and the strict inequality `hf` is multiplied by $n^jN^{\underline j}$, which is positive by `hp`.

```lean
/-- The falling-factorial inequality is strict when `2 ≤ k ≤ N` and `0 < n < N`. -/
theorem descFactorial_mul_pow_lt {n N k : ℕ} (h0 : 0 < n) (hn : n < N) (hk : 2 ≤ k)
    (hkN : k ≤ N) : n.descFactorial k * N ^ k < n ^ k * N.descFactorial k := by
  obtain ⟨j, rfl⟩ : ∃ j, k = j + 1 := ⟨k - 1, by omega⟩
  have hj : 0 < j := by omega
  -- the last factor is strictly smaller than n / N
  have hf : (n - j) * N < n * (N - j) := by
    rcases le_total j n with h | h
    · obtain ⟨a, rfl⟩ := Nat.exists_eq_add_of_le h
      obtain ⟨b, rfl⟩ := Nat.exists_eq_add_of_le hn.le
      have hb : 0 < b := by omega
      have e1 : j + a - j = a := by omega
      have e2 : j + a + b - j = a + b := by omega
      rw [e1, e2]
      nlinarith [Nat.mul_pos hj hb]
    · rw [Nat.sub_eq_zero_of_le h, zero_mul]
      exact Nat.mul_pos h0 (by omega)
  have hp : 0 < n ^ j * N.descFactorial j :=
    Nat.mul_pos (pow_pos h0 j) (Nat.descFactorial_pos.2 (by omega))
  rw [Nat.descFactorial_succ, Nat.descFactorial_succ]
  calc (n - j) * n.descFactorial j * N ^ (j + 1)
      = ((n - j) * N) * (n.descFactorial j * N ^ j) := by ring
    _ ≤ ((n - j) * N) * (n ^ j * N.descFactorial j) :=
        Nat.mul_le_mul le_rfl (descFactorial_mul_pow_le hn.le j)
    _ < (n * (N - j)) * (n ^ j * N.descFactorial j) := mul_lt_mul_of_pos_right hf hp
    _ = n ^ (j + 1) * ((N - j) * N.descFactorial j) := by ring
```

Dividing by $N^kN^{\underline k}$, which is positive when $N>0$ (the assumption `[Nonempty α]`) and $k\le N$, gives $P_n(S)\le c^k$ for $n\le N$.

```lean
/-- On a non-empty lattice with `n ≤ N`, the probability that all sites of `S` are solute is
at most `c ^ |S|`. -/
theorem probAllSolute_le [Nonempty α] {n : ℕ} (hn : n ≤ Fintype.card α) (S : Finset α) :
    probAllSolute n S ≤ conc α n ^ S.card := by
  have hN : (0 : ℝ) < Fintype.card α := by exact_mod_cast Fintype.card_pos
  have hD : (0 : ℝ) < (Fintype.card α).descFactorial S.card := by
    exact_mod_cast Nat.descFactorial_pos.2 (card_le_univ S)
  rw [probAllSolute_eq hn, conc, div_pow, div_le_div_iff₀ hD (pow_pos hN _)]
  exact_mod_cast descFactorial_mul_pow_le hn S.card
```

The same division gives $P_n(S)<c^k$ for $k\ge2$ and $0<n<N$; here $N>0$ follows from the hypotheses.

```lean
/-- For a cluster of at least two sites and `0 < n < N`, the probability that all its sites
are solute is strictly below `c ^ |S|`. -/
theorem probAllSolute_lt {n : ℕ} (h0 : 0 < n) (hn : n < Fintype.card α) (S : Finset α)
    (hS : 2 ≤ S.card) : probAllSolute n S < conc α n ^ S.card := by
  have hN : (0 : ℝ) < Fintype.card α := by exact_mod_cast h0.trans hn
  have hD : (0 : ℝ) < (Fintype.card α).descFactorial S.card := by
    exact_mod_cast Nat.descFactorial_pos.2 (card_le_univ S)
  rw [probAllSolute_eq hn.le, conc, div_pow, div_lt_div_iff₀ hD (pow_pos hN _)]
  exact_mod_cast descFactorial_mul_pow_lt h0 hn hS (card_le_univ S)
```

The strict bound leaves only $k\le1$, $n=0$ or $n=N$ for equality, which is the forward direction of the next theorem, by contradiction. Conversely, $k=0$ gives $1=1$ and $k=1$ gives $n/N=c$; $n=0$ gives $0=0$ for $k\ge1$; and $n=N$ gives $1=1$.

```lean
/-- On a non-empty lattice with `n ≤ N`, the probability equals `c ^ |S|` exactly when the
cluster has at most one site, or `n = 0`, or `n = N`. -/
theorem probAllSolute_eq_pow_iff [Nonempty α] {n : ℕ} (hn : n ≤ Fintype.card α)
    (S : Finset α) :
    probAllSolute n S = conc α n ^ S.card ↔ S.card ≤ 1 ∨ n = 0 ∨ n = Fintype.card α := by
  constructor
  · intro h
    by_contra hc
    exact (probAllSolute_lt (n := n) (by omega) (by omega) S (by omega)).ne h
  · intro h
    have hN : (Fintype.card α : ℝ) ≠ 0 := by exact_mod_cast Fintype.card_ne_zero
    have hD : ((Fintype.card α).descFactorial S.card : ℝ) ≠ 0 := by
      exact_mod_cast (Nat.descFactorial_pos.2 (card_le_univ S)).ne'
    rw [probAllSolute_eq hn, conc]
    rcases h with h | h | h
    · rcases Nat.le_one_iff_eq_zero_or_eq_one.1 h with h1 | h1 <;> simp [h1]
    · subst h
      generalize S.card = k
      cases k <;> simp
    · rw [h, div_self hD, div_self hN, one_pow]
```

## Pair covariance

For distinct sites $i\ne j$ (the letter $j$ now names a site) the lattice has $N\ge2$, which is `h2`, and with angle brackets for the ensemble average
$$\langle p_ip_j\rangle-\langle p_i\rangle\langle p_j\rangle=\frac{n(n-1)}{N(N-1)}-\frac{n^2}{N^2}=\frac{n(n-N)}{N^2(N-1)}=-\frac{c(1-c)}{N-1}.$$
The Lean statement writes the three averages as `probAllSolute n {i, j}`, `probAllSolute n {i}` and `probAllSolute n {j}`. The proof inserts the ratios for $k=2$ and $k=1$, then `field_simp` clears $N$ and $N-1$ and `ring` does the algebra above. In the smallest case $N=2$, $n=1$, the pair is never fully solute and the covariance is $0-\tfrac14=-\tfrac14$, as the formula says.

```lean
/-- For `n ≤ N`, the covariance of the solute occupations of two distinct sites is
`-c (1 - c) / (N - 1)`. -/
theorem pair_covariance {n : ℕ} (hn : n ≤ Fintype.card α) {i j : α} (hij : i ≠ j) :
    probAllSolute n {i, j} - probAllSolute n {i} * probAllSolute n {j} =
      -(conc α n * (1 - conc α n)) / ((Fintype.card α : ℝ) - 1) := by
  have h2 : 2 ≤ Fintype.card α := by
    rw [← card_pair hij]
    exact card_le_univ _
  have hN : (2 : ℝ) ≤ Fintype.card α := by exact_mod_cast h2
  have h0 : (Fintype.card α : ℝ) ≠ 0 := by linarith
  have h1 : (Fintype.card α : ℝ) - 1 ≠ 0 := by linarith
  rw [probAllSolute_eq hn, probAllSolute_eq hn, probAllSolute_eq hn, card_pair hij,
    card_singleton, card_singleton, Nat.cast_descFactorial_two, Nat.cast_descFactorial_two,
    Nat.descFactorial_one, Nat.descFactorial_one, conc]
  field_simp
  ring

end

end RandomAlloyClusters
```

```lean
#print axioms RandomAlloyClusters.probAllSolute_le
-- 'RandomAlloyClusters.probAllSolute_le' depends on axioms: [propext, Classical.choice, Quot.sound]
#print axioms RandomAlloyClusters.probAllSolute_lt
-- 'RandomAlloyClusters.probAllSolute_lt' depends on axioms: [propext, Classical.choice, Quot.sound]
#print axioms RandomAlloyClusters.probAllSolute_eq_pow_iff
-- 'RandomAlloyClusters.probAllSolute_eq_pow_iff' depends on axioms: [propext, Classical.choice, Quot.sound]
#print axioms RandomAlloyClusters.pair_covariance
-- 'RandomAlloyClusters.pair_covariance' depends on axioms: [propext, Classical.choice, Quot.sound]
```

The theorems treat clusters whose sites are all solute, in a finite cell with two species and equal weights. Clusters with prescribed solvent sites, interactions and the limit of large $N$ are not treated; the remarks on code and on other models below are informal and were not machine-checked.

## In a calculation

A program draws from this ensemble by shuffling an array of $n$ ones and $N-n$ zeros, and obtains the reference value by multiplying $(n-j)/(N-j)$ over $j=0,\dots,k-1$. For $N=32$, $n=16$ the pair value is $240/992\approx0.242$ against $c^2=0.25$, at every separation of two distinct sites. An average over shuffled cells that is compared with $c^2$ would thus show an apparent avoidance between solute atoms that comes from the fixed composition alone. In spin variables $\sigma_i=2p_i-1$ the covariance is four times as large, so that $\langle\sigma_i\sigma_j\rangle=-1/(N-1)$ at $c=\tfrac12$. In a small periodic cell two points of a cluster can be images of one site; $k$ then counts the distinct sites, since $p_i^2=p_i$.

## Another model

Each site could be made solute independently with probability $c$, a product distribution on all subsets of the lattice in which the atom number fluctuates. The cluster probability would be exactly $c^k$ and the covariance of distinct sites zero, so that model has no finite-size correction. It matches a non-interacting cell that exchanges atoms with a reservoir, whereas the present one matches a supercell of fixed composition. Conditioning the product distribution with $0<c<1$ on $|A|=n$ returns the uniform ensemble used here, since every set of $n$ sites has the same weight $c^n(1-c)^{N-n}$.
